# The n Chebyshev nodes of a real interval [m, L] with m < L are distinct

The Chebyshev nodes of an interval [m, L] are the points (L + m)/2 + (L − m)/2 · cos((2j + 1)π/(2n)), with j = 0, …, n − 1. The theorem `node_injOn` says that for real m < L two different indices in this range never give the same node; for n = 0 there are no indices and nothing to prove. It is a statement about real numbers alone, with no physical model behind it and no condition on the signs of m and L. The attempt takes two equal nodes, cancels the midpoint and the half-width (L − m)/2, and uses the injectivity of the cosine on [0, π] to get equal angles, hence equal indices.

The failing Lean file:

```lean
import Mathlib

open Finset

namespace NodeInjOn

noncomputable section

/-- The Chebyshev nodes of the interval `[m, L]`, for `n ≥ 1` and `j = 0, ..., n - 1`. -/
def node (m L : ℝ) (n j : ℕ) : ℝ :=
  (L + m) / 2 + (L - m) / 2 * Real.cos ((2 * j + 1) * Real.pi / (2 * n))

/-- For `m < L` the `n` nodes are distinct. -/
theorem node_injOn {m L : ℝ} (hL : m < L) (n : ℕ) :
    Set.InjOn (node m L n) (range n : Finset ℕ) := by
  intro i hi j hj h
  have hi' : i < n := by simpa using hi
  have hj' : j < n := by simpa using hj
  have hn : (0 : ℝ) < 2 * n := by
    have : (0 : ℝ) < n := by exact_mod_cast (by omega : 0 < n)
    linarith
  -- all angles lie in `[0, π]`, where the cosine is injective
  have angle : ∀ k : ℕ, k < n →
      (2 * (k : ℝ) + 1) * Real.pi / (2 * n) ∈ Set.Icc 0 Real.pi := by
    intro k hk
    have hk' : 2 * (k : ℝ) + 1 ≤ 2 * n := by exact_mod_cast (by omega : 2 * k + 1 ≤ 2 * n)
    refine ⟨by positivity, ?_⟩
    rw [div_le_iff₀ hn]
    nlinarith [Real.pi_pos]
  have hc := mul_left_cancel₀ (by linarith : (L - m) / 2 ≠ 0 ∨ True |>.elim
    (fun _ => (L - m) / 2 ≠ 0) (fun _ => (L - m) / 2 ≠ 0)) (add_left_cancel h)
  have ha := Real.injOn_cos (angle i hi') (angle j hj') hc
  have hb := mul_right_cancel₀ Real.pi_ne_zero ((div_left_inj' hn.ne').mp ha)
  exact_mod_cast (by linarith : (i : ℝ) = j)

end

end NodeInjOn
```

Lean reports:

```
Main.lean:30:45: error(lean.invalidField): Invalid field notation: Field projection operates on types of the form `C ...` where C is a constant. The expression
  (L - m) / 2 ≠ 0 ∨ True
has type `Prop` which does not have the necessary form.
Main.lean:30:34: error: linarith failed to find a contradiction
m L : ℝ
hL : m < L
n i : ℕ
hi : i ∈ ↑(range n)
j : ℕ
hj : j ∈ ↑(range n)
h : node m L n i = node m L n j
hi' : i < n
hj' : j < n
hn : 0 < 2 * ↑n
angle : ∀ k < n, (2 * ↑k + 1) * Real.pi / (2 * ↑n) ∈ Set.Icc 0 Real.pi
⊢ False
failed
```

What went wrong. To cancel the factor (L − m)/2, `mul_left_cancel₀` needs a proof that it is nonzero. The attempt asks `linarith` for one, but the type it ascribes is malformed. There `|>.elim` acts on the proposition `(L - m) / 2 ≠ 0 ∨ True` itself, not on a proof of it. That expression has type `Prop`, which gives Lean no constant in which to look up `elim`, hence the first error.

The second error follows from the first. Since the type failed to elaborate, `linarith` has no usable goal to negate and looks for a contradiction in the hypotheses alone, which are consistent. With the plain type `(L - m) / 2 ≠ 0` it could have assumed the equality and contradicted `hL`.

The repair drops the malformed type and gives the proof directly: `sub_pos.mpr hL` is 0 < L − m, `half_pos` makes it 0 < (L − m)/2, and `.ne'` turns that into `(L - m) / 2 ≠ 0`. The added `unfold node at h` writes out the sums that `add_left_cancel` works on; neither message shows that it was needed.

The repair, with which the file compiles:

```diff
@@ -28,6 +28,6 @@
     rw [div_le_iff₀ hn]
     nlinarith [Real.pi_pos]
-  have hc := mul_left_cancel₀ (by linarith : (L - m) / 2 ≠ 0 ∨ True |>.elim
-    (fun _ => (L - m) / 2 ≠ 0) (fun _ => (L - m) / 2 ≠ 0)) (add_left_cancel h)
+  unfold node at h
+  have hc := mul_left_cancel₀ (half_pos (sub_pos.mpr hL)).ne' (add_left_cancel h)
   have ha := Real.injOn_cos (angle i hi') (angle j hj') hc
   have hb := mul_right_cancel₀ Real.pi_ne_zero ((div_left_inj' hn.ne').mp ha)
```
